# For a positive scissor shift, unrescaled momentum elements underestimate the static polarizability of independent transitions

The static polarizability can be computed by dividing squared momentum matrix elements by the cubes of the transition energies. A code that does this with energies raised by a scissor shift, but keeps the old momentum elements, returns a value below that of the shifted Hamiltonian. If the shift is a quarter of the largest unshifted transition energy, at least 36 % of the value is lost.

## The rescaling rule and the size of the loss

Let transition i have energy E_i > 0 and momentum weight p_i ≥ 0, the squared momentum element, with at least one weight positive. Momentum elements here are those of the velocity operator of the unshifted Hamiltonian; in atomic units this is the momentum operator if the potential is local and there is no magnetic field. The shift s > 0 stands for a gap correction taken to be the same for all transitions. In atomic units, the static polarizabilities are

A = 2 ∑ p_i/(E_i+s)³ (shifted energies, old weights)

B = 2 ∑ p_i/(E_i²(E_i+s)) (shifted energies, rescaled weights)

C = 2 ∑ p_i/E_i³ (no shift)

Then A < B < C. If every E_i ≤ M, also

A/B ≤ (M/(M+s))²,

with equality exactly when every transition of positive weight has energy M.

## Scissor corrections in sum-over-states codes

The result concerns static, independent-particle response computed from momentum elements, as in the Kubo-Greenwood approach. A code that divides the squared elements by (E_i+s)³ should first multiply each interband element by (E_i+s)/E_i, unless its velocity operator already comes from the shifted Hamiltonian. A code that instead divides the old elements by the old energies E_i to get position elements, and uses the shifted energies only in the dipole form, already obtains B and must not rescale. With a nonlocal pseudopotential, the unshifted elements must include the commutator of that potential with the position; for bare momentum elements, neither the rule nor the underestimate relative to the dipole form is guaranteed. Comparison with the dipole form, from independently computed position elements, tests the implementation up to basis-set error: in an incomplete basis the two forms can differ even if the code is correct.

## From the commutator to the bound

Let valence levels be ε_v and conduction levels ε_c, with i = (v,c) and E_i = ε_c − ε_v. The scissor Hamiltonian H is diagonal, with entries ε_v and ε_c+s. For a fixed position matrix X, and I the imaginary unit, the velocity I(HX − XH) has the interband element

I(ε_c + s − ε_v)X_cv = I(E_i+s)X_cv.

Its squared modulus is (E_i+s)²|X_cv|². At s = 0 this is p_i = E_i²|X_cv|², so the shift multiplies the weight by ((E_i+s)/E_i)². Dividing by (E_i+s)³ gives

((E_i+s)/E_i)² p_i/(E_i+s)³ = p_i/(E_i²(E_i+s)) = |X_cv|²/(E_i+s).

Thus B is the dipole-form polarizability of H. The chain follows from two positive differences of denominators:

E_i²(E_i+s) − E_i³ = E_i² s

(E_i+s)³ − E_i²(E_i+s) = s(E_i+s)(2E_i+s)

A larger denominator makes a term smaller, strictly so where p_i > 0.

For the ratio, write

p_i/(E_i+s)³ = (E_i/(E_i+s))² · p_i/(E_i²(E_i+s)).

Since E_i s ≤ M s, we have E_i/(E_i+s) ≤ M/(M+s). Squaring and summing gives the bound. Equality of the sums forces equality in each term, hence E_i = M wherever p_i > 0. Conversely, if E_i = M wherever p_i > 0, every term gives equality, and so do the sums.

**Two transitions.** Take E = (1, 2), p = (1, 8), s = 1. Then A = 2(1/8 + 8/27) = 91/108, B = 2(1/2 + 2/3) = 7/3 and C = 4. The ratio A/B is 13/36, below the bound (2/3)² = 16/36.

**A lower bound.** If every E_i ≥ m > 0, the same comparison by hand gives A/B ≥ (m/(m+s))²; in the example, 9/36. If the sum includes high empty bands, M can be much larger than s. The loss guaranteed by the upper bound on A/B is then small, but the actual loss can be much larger.

## Lean definitions and proofs

```lean
import Mathlib

open Finset

namespace ScissorPolarizability

noncomputable section

variable {ι V C : Type*} [Fintype ι] [Fintype V] [Fintype C] [DecidableEq V] [DecidableEq C]

/-- Static polarizability in atomic units from momentum weights `p` and nonzero transition
energies `w`. -/
def polarizability (p w : ι → ℝ) : ℝ := 2 * ∑ i, p i / w i ^ 3

/-- Momentum weights rescaled by the squared ratio of shifted to unshifted transition energy,
for nonzero energies `E`. -/
def rescale (p E : ι → ℝ) (s : ℝ) (i : ι) : ℝ := ((E i + s) / E i) ^ 2 * p i

/-- The scissor Hamiltonian: valence levels `ev` stay, conduction levels `ec` are raised
by `s`. -/
def scissorH (ev : V → ℝ) (ec : C → ℝ) (s : ℝ) : Matrix (V ⊕ C) (V ⊕ C) ℂ :=
  Matrix.diagonal (Sum.elim (fun v => (ev v : ℂ)) (fun c => ((ec c + s : ℝ) : ℂ)))

/-- The velocity operator `i[H, X]` belonging to the Hamiltonian `H` and the position `X`. -/
def velocity (H X : Matrix (V ⊕ C) (V ⊕ C) ℂ) : Matrix (V ⊕ C) (V ⊕ C) ℂ :=
  Complex.I • (H * X - X * H)

/-- The unshifted energy of the transition from a valence to a conduction state. -/
def gap (ev : V → ℝ) (ec : C → ℝ) (i : V × C) : ℝ := ec i.2 - ev i.1

/-- The squared interband velocity element of the scissor Hamiltonian with shift `s`. -/
def momentumWeight (ev : V → ℝ) (ec : C → ℝ) (X : Matrix (V ⊕ C) (V ⊕ C) ℂ) (s : ℝ)
    (i : V × C) : ℝ :=
  Complex.normSq (velocity (scissorH ev ec s) X (Sum.inr i.2) (Sum.inl i.1))

/-- The squared interband velocity element is the squared shifted transition energy times the
squared position element. -/
theorem momentumWeight_eq (ev : V → ℝ) (ec : C → ℝ) (X : Matrix (V ⊕ C) (V ⊕ C) ℂ) (s : ℝ)
    (i : V × C) : momentumWeight ev ec X s i =
      (gap ev ec i + s) ^ 2 * Complex.normSq (X (Sum.inr i.2) (Sum.inl i.1)) := by
  -- the commutator with a diagonal Hamiltonian produces the level difference
  have h : velocity (scissorH ev ec s) X (Sum.inr i.2) (Sum.inl i.1) =
      Complex.I * ((gap ev ec i + s : ℝ) : ℂ) * X (Sum.inr i.2) (Sum.inl i.1) := by
    simp only [velocity, scissorH, gap, Matrix.smul_apply, Matrix.sub_apply,
      Matrix.diagonal_mul, Matrix.mul_diagonal, Sum.elim_inl, Sum.elim_inr, smul_eq_mul]
    push_cast
    ring
  rw [momentumWeight, h, Complex.normSq_mul, Complex.normSq_mul, Complex.normSq_I,
    Complex.normSq_ofReal]
  ring

/-- If all conduction levels lie above all valence levels, the scissor shift changes the
momentum weights exactly by the rescaling rule. -/
theorem momentumWeight_rescale (ev : V → ℝ) (ec : C → ℝ) (X : Matrix (V ⊕ C) (V ⊕ C) ℂ)
    (s : ℝ) (hgap : ∀ v c, ev v < ec c) :
    momentumWeight ev ec X s = rescale (momentumWeight ev ec X 0) (gap ev ec) s := by
  funext i
  have hg : gap ev ec i ≠ 0 := (sub_pos.2 (hgap i.1 i.2)).ne'
  rw [rescale, momentumWeight_eq, momentumWeight_eq, add_zero]
  field_simp

/-- For positive transition energies and a positive shift, the polarizability with rescaled
weights and shifted energies is `2 ∑ p / (E² (E + s))`. -/
theorem rescaled_eq (p E : ι → ℝ) {s : ℝ} (hE : ∀ i, 0 < E i) (hs : 0 < s) :
    polarizability (rescale p E s) (fun i => E i + s) =
      2 * ∑ i, p i / (E i ^ 2 * (E i + s)) := by
  simp only [polarizability, rescale]
  congr 1
  refine Finset.sum_congr rfl fun i _ => ?_
  have h1 : E i ≠ 0 := (hE i).ne'
  have h2 : E i + s ≠ 0 := (add_pos (hE i) hs).ne'
  field_simp

/-- For nonnegative weights, not all zero, larger positive denominators give a strictly smaller
response sum. -/
theorem response_lt {p a b : ι → ℝ} (hp : ∀ i, 0 ≤ p i) (hpos : ∃ i, 0 < p i)
    (ha : ∀ i, 0 < a i) (hab : ∀ i, a i < b i) : ∑ i, p i / b i < ∑ i, p i / a i := by
  obtain ⟨j, hj⟩ := hpos
  exact Finset.sum_lt_sum
    (fun i _ => div_le_div_of_nonneg_left (hp i) (ha i) (hab i).le)
    ⟨j, Finset.mem_univ j, div_lt_div_of_pos_left hj (ha j) (hab j)⟩

/-- For positive energies, a positive shift and nonnegative weights that are not all zero,
shifted energies with unrescaled weights give a smaller polarizability than with rescaled
weights, and the latter is smaller than the unshifted polarizability. -/
theorem unrescaled_lt_rescaled_lt_unshifted {p E : ι → ℝ} {s : ℝ} (hE : ∀ i, 0 < E i)
    (hs : 0 < s) (hp : ∀ i, 0 ≤ p i) (hpos : ∃ i, 0 < p i) :
    polarizability p (fun i => E i + s) < polarizability (rescale p E s) (fun i => E i + s) ∧
      polarizability (rescale p E s) (fun i => E i + s) < polarizability p E := by
  rw [rescaled_eq p E hE hs]
  simp only [polarizability]
  constructor
  · refine mul_lt_mul_of_pos_left (response_lt hp hpos (fun i => ?_) (fun i => ?_)) two_pos
    · have := hE i
      positivity
    · have := hE i
      have h : 0 < (E i + s) * (s * (2 * E i + s)) := by positivity
      nlinarith [h]
  · refine mul_lt_mul_of_pos_left (response_lt hp hpos (fun i => ?_) (fun i => ?_)) two_pos
    · exact pow_pos (hE i) 3
    · have := hE i
      have h : 0 < E i ^ 2 * s := by positivity
      nlinarith [h]

/-- Let the energies be positive and at most `M`, the shift positive, and the weights nonnegative
and not all zero. Then the ratio of unrescaled to rescaled polarizability is at most
`(M / (M + s))²`, with equality exactly when every transition of nonzero weight has energy `M`. -/
theorem ratio_le_and_eq_iff {p E : ι → ℝ} {s M : ℝ} (hE : ∀ i, 0 < E i) (hs : 0 < s)
    (hp : ∀ i, 0 ≤ p i) (hpos : ∃ i, 0 < p i) (hM : ∀ i, E i ≤ M) :
    polarizability p (fun i => E i + s) / polarizability (rescale p E s) (fun i => E i + s)
        ≤ (M / (M + s)) ^ 2 ∧
      (polarizability p (fun i => E i + s) / polarizability (rescale p E s) (fun i => E i + s)
        = (M / (M + s)) ^ 2 ↔ ∀ i, 0 < p i → E i = M) := by
  obtain ⟨j, hj⟩ := hpos
  have hM0 : 0 < M := (hE j).trans_le (hM j)
  have hden : ∀ i, 0 < E i ^ 2 * (E i + s) := fun i =>
    mul_pos (pow_pos (hE i) 2) (add_pos (hE i) hs)
  have hR : 0 < ∑ i, p i / (E i ^ 2 * (E i + s)) :=
    Finset.sum_pos' (fun i _ => div_nonneg (hp i) (hden i).le)
      ⟨j, Finset.mem_univ j, div_pos hj (hden j)⟩
  -- each transition is underestimated by its own factor (E / (E + s))²
  have key : ∀ i, p i / (E i + s) ^ 3 =
      (E i / (E i + s)) ^ 2 * (p i / (E i ^ 2 * (E i + s))) := fun i => by
    have h1 : E i ≠ 0 := (hE i).ne'
    have h2 : E i + s ≠ 0 := (add_pos (hE i) hs).ne'
    field_simp
  have hfac : ∀ i, 0 ≤ E i / (E i + s) := fun i =>
    div_nonneg (hE i).le (add_pos (hE i) hs).le
  have hterm : ∀ i ∈ Finset.univ, p i / (E i + s) ^ 3 ≤
      (M / (M + s)) ^ 2 * (p i / (E i ^ 2 * (E i + s))) := fun i _ => by
    have h : E i / (E i + s) ≤ M / (M + s) := by
      rw [div_le_div_iff₀ (add_pos (hE i) hs) (add_pos hM0 hs)]
      nlinarith [mul_le_mul_of_nonneg_right (hM i) hs.le]
    rw [key i]
    exact mul_le_mul_of_nonneg_right (pow_le_pow_left₀ (hfac i) h 2)
      (div_nonneg (hp i) (hden i).le)
  rw [rescaled_eq p E hE hs]
  simp only [polarizability]
  rw [mul_div_mul_left _ _ (two_ne_zero' ℝ)]
  constructor
  · rw [div_le_iff₀ hR, Finset.mul_sum]
    exact Finset.sum_le_sum hterm
  · rw [div_eq_iff hR.ne', Finset.mul_sum, Finset.sum_eq_sum_iff_of_le hterm]
    constructor
    · intro h i hi
      have h1 := h i (Finset.mem_univ i)
      rw [key i] at h1
      have h2 := mul_right_cancel₀ (div_pos hi (hden i)).ne' h1
      have h3 := (sq_eq_sq₀ (hfac i) (div_pos hM0 (add_pos hM0 hs)).le).1 h2
      rw [div_eq_div_iff (add_pos (hE i) hs).ne' (add_pos hM0 hs).ne'] at h3
      exact mul_left_cancel₀ hs.ne' (by linarith : s * E i = s * M)
    · intro h i _
      rcases (hp i).eq_or_lt with h0 | h0
      · simp [← h0]
      · rw [key i, h i h0]

/-- If conduction levels lie above valence levels, the shift is positive and some interband
position element is nonzero, then unshifted momentum elements with shifted energies underestimate
the dipole-form static polarizability of the scissor Hamiltonian. -/
theorem unrescaled_lt_dipole_form (ev : V → ℝ) (ec : C → ℝ) (X : Matrix (V ⊕ C) (V ⊕ C) ℂ)
    {s : ℝ} (hgap : ∀ v c, ev v < ec c) (hs : 0 < s)
    (hX : ∃ v c, X (Sum.inr c) (Sum.inl v) ≠ 0) :
    polarizability (momentumWeight ev ec X 0) (fun i => gap ev ec i + s) <
      2 * ∑ i : V × C, Complex.normSq (X (Sum.inr i.2) (Sum.inl i.1)) / (gap ev ec i + s) := by
  have hg : ∀ i, 0 < gap ev ec i := fun i => sub_pos.2 (hgap i.1 i.2)
  -- velocity form and dipole form agree once the velocity belongs to the shifted Hamiltonian
  have hform : polarizability (momentumWeight ev ec X s) (fun i => gap ev ec i + s) =
      2 * ∑ i : V × C,
        Complex.normSq (X (Sum.inr i.2) (Sum.inl i.1)) / (gap ev ec i + s) := by
    simp only [polarizability, momentumWeight_eq]
    congr 1
    refine Finset.sum_congr rfl fun i _ => ?_
    have h : gap ev ec i + s ≠ 0 := (add_pos (hg i) hs).ne'
    field_simp
  rw [← hform, momentumWeight_rescale ev ec X s hgap]
  obtain ⟨v, c, hvc⟩ := hX
  have hw : ∀ i, 0 ≤ momentumWeight ev ec X 0 i := fun i => by
    rw [momentumWeight_eq]
    exact mul_nonneg (sq_nonneg _) (Complex.normSq_nonneg _)
  have hbright : 0 < momentumWeight ev ec X 0 (v, c) := by
    rw [momentumWeight_eq, add_zero]
    exact mul_pos (pow_pos (hg (v, c)) 2) (Complex.normSq_pos.2 hvc)
  exact (unrescaled_lt_rescaled_lt_unshifted hg hs hw ⟨(v, c), hbright⟩).1

end

end ScissorPolarizability
```

```lean
#print axioms ScissorPolarizability.ratio_le_and_eq_iff
#print axioms ScissorPolarizability.unrescaled_lt_dipole_form
```

```
'ScissorPolarizability.ratio_le_and_eq_iff' depends on axioms: [propext, Classical.choice, Quot.sound]
'ScissorPolarizability.unrescaled_lt_dipole_form' depends on axioms: [propext, Classical.choice, Quot.sound]
```

## How the code represents the response

`polarizability p w` is the sum with weights `p` and energies `w`, and `rescale` changes the weights. States are labelled by `V ⊕ C`, valence or conduction, and transitions by `V × C`; here `C` is the set of conduction labels, not the unshifted polarizability. `momentumWeight_eq` evaluates the commutator, and `momentumWeight_rescale` derives the rescaling rule from it.

`rescaled_eq` reduces B to its simple form. `response_lt` compares sums term by term; `nlinarith` receives the positive denominator differences above. In `ratio_le_and_eq_iff`, `key` is the factorisation and `hterm` the termwise bound, while `Finset.sum_eq_sum_iff_of_le` handles equality. `unrescaled_lt_dipole_form` identifies B with the dipole form and applies the first inequality of the chain.

## Static response with a rigid shift and fixed states

The inequalities hold for any finite list of transitions satisfying the stated conditions, and `M` may be any upper bound on the energies. The Hamiltonian theorem assumes that every conduction level lies above every valence level (`hgap`) and that some interband position element is nonzero (`hX`). `X` is one Cartesian component, unchanged by the shift; it need not be Hermitian.

The model has no local fields, electron-hole interaction, frequency dependence or state-dependent shifts. The theorems concern real and complex numbers, not floating-point output, and do not say whether a scissor shift describes a given material well.
